# Double-occupation asymmetry in the singlet ground state of a biased Hubbard dimer

Take two electrons on two sites, without interaction, with hopping $t=2$ and site energies $+3/2$ and $-3/2$. Let $a$, $b$ and $c$ be the amplitudes for both electrons on site 1, both on site 2, and one on each site in a singlet. The lowest singlet energy is $e=-5$, and the first two rows of the Schrödinger equation are

$$8a=2\sqrt2\,c,\qquad 2b=2\sqrt2\,c .$$

The same covalent amplitude $c$ feeds both doubly occupied states, but the raised one lies farther above the ground energy and receives less. Normalisation gives $a^2=1/25$, $b^2=16/25$, $c^2=8/25$, so $a^2-b^2=-3/5$. With an on-site interaction the mechanism is unchanged; only the energy now comes from a cubic equation.

```lean
import Mathlib

open Matrix

namespace HubbardDimerAsymmetry

noncomputable section
```

## The Hamiltonian and its levels

Let $U$ be the energy cost of double occupation and $d$ the difference of the one-electron site energies, placed at $\pm d/2$. The doubly occupied states then have energies $U+d$ and $U-d$, and the covalent singlet has energy zero. Hopping connects the covalent singlet to each of them with matrix element $-\sqrt2\,t$, where the factor $\sqrt2$ comes from its normalisation.

```lean
/-- Singlet Hamiltonian of the Hubbard dimer in the basis (both electrons on site 1,
both on site 2, one electron on each site). -/
def singletH (U d t : ℝ) : Matrix (Fin 3) (Fin 3) ℝ :=
  !![U + d, 0, -(Real.sqrt 2 * t);
     0, U - d, -(Real.sqrt 2 * t);
     -(Real.sqrt 2 * t), -(Real.sqrt 2 * t), 0]
```

All parameters are real, and $U$ and $d$ may have either sign. The matrix describes only the two-electron singlets of a single dimer; triplets and other electron numbers are absent.

An energy level is a number $e$ for which $Hv=ev$ has a nonzero real solution $v$. In Lean, `*ᵥ` is the matrix acting on a vector and `•` is multiplication by a scalar.

```lean
/-- `e` is an energy level: the singlet Hamiltonian has a nonzero eigenvector with
eigenvalue `e`. -/
def IsLevel (U d t e : ℝ) : Prop :=
  ∃ v : Fin 3 → ℝ, v ≠ 0 ∧ singletH U d t *ᵥ v = e • v
```

The ground energy is the least element of the set of levels. `IsLeast` requires both that $e$ is a level and that no level lies below it.

```lean
/-- `e` is the ground energy: the lowest of all singlet levels. -/
def IsGroundEnergy (U d t e : ℝ) : Prop :=
  IsLeast {x | IsLevel U d t x} e
```

## Three component equations

Write $w=U-e$. The first row of $Hv=ev$ is $(U+d)a-\sqrt2\,tc=ea$. Treating the other rows in the same way gives

$$(w+d)a=\sqrt2\,tc,\qquad (w-d)b=\sqrt2\,tc,\qquad -\sqrt2\,t(a+b)=ec .$$

The theorem states that these equations are equivalent to the matrix equation for `![a, b, c]`. Its proof multiplies out the matrix product in `key` and compares components, which Lean numbers 0, 1, 2.

```lean
/-- The stationary Schrödinger equation of the dimer, written in components. -/
theorem schrodinger_iff (U d t e a b c : ℝ) :
    singletH U d t *ᵥ ![a, b, c] = e • ![a, b, c] ↔
      (U - e + d) * a = Real.sqrt 2 * t * c ∧ (U - e - d) * b = Real.sqrt 2 * t * c ∧
        -(Real.sqrt 2 * t * (a + b)) = e * c := by
  have key : singletH U d t *ᵥ ![a, b, c] =
      ![(U + d) * a - Real.sqrt 2 * t * c, (U - d) * b - Real.sqrt 2 * t * c,
        -(Real.sqrt 2 * t * (a + b))] := by
    ext i
    fin_cases i <;> simp [singletH, Matrix.mulVec, dotProduct, Fin.sum_univ_succ] <;> ring
  rw [key]
  constructor
  · intro h
    have h0 : (U + d) * a - Real.sqrt 2 * t * c = e * a := congrFun h 0
    have h1 : (U - d) * b - Real.sqrt 2 * t * c = e * b := congrFun h 1
    have h2 : -(Real.sqrt 2 * t * (a + b)) = e * c := congrFun h 2
    exact ⟨by linear_combination h0, by linear_combination h1, h2⟩
  · rintro ⟨h0, h1, h2⟩
    funext i
    fin_cases i
    · show (U + d) * a - Real.sqrt 2 * t * c = e * a
      linear_combination h0
    · show (U - d) * b - Real.sqrt 2 * t * c = e * b
      linear_combination h1
    · exact h2
```

## The secular equation

Multiply the third equation by $w^2-d^2=(w+d)(w-d)$ and insert the first two:

$$e(w^2-d^2)c=-\sqrt2\,t\cdot\sqrt2\,tc\,[(w-d)+(w+d)]=-4t^2wc .$$

If $c\neq0$, dividing by it gives

$$e(w^2-d^2)+4t^2w=0 .$$

If $c=0$, then $t>0$ forces $a+b=0$. Since the vector is nonzero, neither $a$ nor $b$ vanishes, so $w+d=0$ and $w-d=0$. Hence $w=d=0$, and the secular equation holds again. The proof makes the same case distinction on `v 2 = 0`, and its last `linear_combination` is the elimination above.

```lean
/-- Every singlet level satisfies the cubic secular equation. -/
theorem secular_of_level {U d t e : ℝ} (ht : 0 < t) (h : IsLevel U d t e) :
    e * ((U - e) ^ 2 - d ^ 2) + 4 * t ^ 2 * (U - e) = 0 := by
  obtain ⟨v, hv0, hv⟩ := h
  have hvec : v = ![v 0, v 1, v 2] := by
    ext i
    fin_cases i <;> rfl
  have hv' : singletH U d t *ᵥ ![v 0, v 1, v 2] = e • ![v 0, v 1, v 2] := by
    rw [← hvec]; exact hv
  obtain ⟨h0, h1, h2⟩ := (schrodinger_iff U d t e _ _ _).1 hv'
  have hs : Real.sqrt 2 ^ 2 = 2 := Real.sq_sqrt (by norm_num)
  have hspos : 0 < Real.sqrt 2 * t := mul_pos (Real.sqrt_pos.2 (by norm_num)) ht
  by_cases hc : v 2 = 0
  · -- without covalent weight the two ionic amplitudes are opposite, so U - e = d = 0
    rw [hc, mul_zero] at h0 h1 h2
    have hab : v 0 + v 1 = 0 :=
      (mul_eq_zero.1 (neg_eq_zero.1 h2)).resolve_left hspos.ne'
    have ha : v 0 ≠ 0 := by
      intro ha
      have hb : v 1 = 0 := by linarith
      apply hv0
      rw [hvec, ha, hb, hc]
      ext i
      fin_cases i <;> rfl
    have hb : v 1 ≠ 0 := fun hb => ha (by linarith)
    have e0 := (mul_eq_zero.1 h0).resolve_right ha
    have e1 := (mul_eq_zero.1 h1).resolve_right hb
    have hw : U - e = 0 := by linarith
    have hd : d = 0 := by linarith
    rw [hw, hd]; ring
  · apply (mul_eq_zero.1 _).resolve_right hc
    linear_combination (-((U - e) ^ 2 - d ^ 2)) * h2
      - Real.sqrt 2 * t * (U - e - d) * h0 - Real.sqrt 2 * t * (U - e + d) * h1
      - 2 * t ^ 2 * (U - e) * v 2 * hs
```

## A root below both ionic energies

With $e=U-w$, the left side of the secular equation becomes

$$f(w)=(U-w)(w^2-d^2)+4t^2w .$$

A root with $w>|d|$ is an energy below both $U+d$ and $U-d$. To find one, set $K=|U|+|d|+t$ and $r=t^2/K$, so that $0<r\le t$. At $w=|d|+r$ we have $w^2-d^2=r(2|d|+r)$ and $U-w\ge-K$, hence

$$f(|d|+r)\ge -t^2(2|d|+r)+4t^2(|d|+r)=t^2(2|d|+3r)\ge0 .$$

At $W=|U|+|d|+2t$, the factors satisfy $W-U\ge2t$, $W-|d|\ge2t$ and $W+|d|\ge W$. Therefore $(W-U)(W^2-d^2)\ge4t^2W$, which means $f(W)\le0$. The intermediate value theorem supplies a root between the two points. The offset $r$ keeps it strictly above $|d|$; for $d=0$ the point $w=0$ is itself a root of $f$, but not the one sought.

In the code, `hlow` and `hhigh` are the two sign estimates, and `intermediate_value_Icc'` yields the root.

```lean
/-- The secular equation has a root lying below both ionic energies `U + d` and `U - d`. -/
theorem exists_low_root (U d : ℝ) {t : ℝ} (ht : 0 < t) :
    ∃ e, |d| < U - e ∧ e * ((U - e) ^ 2 - d ^ 2) + 4 * t ^ 2 * (U - e) = 0 := by
  have hD := abs_nonneg d
  have hU := abs_nonneg U
  have hU1 := le_abs_self U
  have hU2 := neg_abs_le U
  have hdd : d ^ 2 = |d| ^ 2 := (sq_abs d).symm
  have hK : 0 < |U| + |d| + t := by linarith
  obtain ⟨r, hr, hrK⟩ : ∃ r : ℝ, 0 < r ∧ r * (|U| + |d| + t) = t ^ 2 :=
    ⟨t ^ 2 / (|U| + |d| + t), by positivity, div_mul_cancel₀ _ hK.ne'⟩
  have hrt : r ≤ t := by
    by_contra hlt
    have hlt' := not_le.1 hlt
    nlinarith [mul_pos hr (sub_pos.2 hlt'), mul_pos ht (sub_pos.2 hlt'),
      mul_nonneg hr.le hU, mul_nonneg hr.le hD]
  let f : ℝ → ℝ := fun w => (U - w) * (w ^ 2 - d ^ 2) + 4 * t ^ 2 * w
  have hf : Continuous f := by fun_prop
  -- the secular function is nonnegative just above |d| and nonpositive far out
  have hlow : 0 ≤ f (|d| + r) := by
    show 0 ≤ (U - (|d| + r)) * ((|d| + r) ^ 2 - d ^ 2) + 4 * t ^ 2 * (|d| + r)
    rw [hdd]
    have h1 : 0 ≤ r * (|U| + |d| + t + (U - (|d| + r))) :=
      mul_nonneg hr.le (by linarith)
    have h2 := mul_nonneg h1 (show 0 ≤ 2 * |d| + r by linarith)
    have h3 : 0 ≤ t ^ 2 * (2 * |d| + 3 * r) := by positivity
    have h4 : r * (|U| + |d| + t) * (2 * |d| + r) = t ^ 2 * (2 * |d| + r) := by rw [hrK]
    linarith
  have hhigh : f (|U| + |d| + 2 * t) ≤ 0 := by
    show (U - (|U| + |d| + 2 * t)) * ((|U| + |d| + 2 * t) ^ 2 - d ^ 2)
      + 4 * t ^ 2 * (|U| + |d| + 2 * t) ≤ 0
    rw [hdd]
    have h1 : 2 * t * (2 * t) ≤ (|U| + |d| + 2 * t - U) * (|U| + 2 * t) :=
      mul_le_mul (by linarith) (by linarith) (by linarith) (by linarith)
    have h2 := mul_le_mul h1 (show |U| + |d| + 2 * t ≤ |U| + 2 * |d| + 2 * t by linarith)
      (by linarith) (mul_nonneg (by linarith) (by linarith))
    linarith
  obtain ⟨w, hw, hfw⟩ := intermediate_value_Icc'
    (show |d| + r ≤ |U| + |d| + 2 * t by linarith) hf.continuousOn ⟨hhigh, hlow⟩
  have hfw' : (U - w) * (w ^ 2 - d ^ 2) + 4 * t ^ 2 * w = 0 := hfw
  refine ⟨U - w, by linarith [hw.1], ?_⟩
  linear_combination hfw'
```

## Identifying the ground energy

A root with $w>|d|$ is a level, because the vector

$$\bigl(\sqrt2\,t(w-d),\ \sqrt2\,t(w+d),\ w^2-d^2\bigr)$$

solves the first two component equations identically and the third by the secular equation. Its last entry is positive, so it is nonzero. Its squared length is

$$D=4t^2(w^2+d^2)+(w^2-d^2)^2,$$

and dividing the vector by $\sqrt D$ normalises it.

If $e$ is the ground energy, it cannot exceed the low root already found, so $U-e>|d|$ as well; being a level, $e$ also obeys the secular equation.

Conversely, let $e$ be a root with $w>|d|$, and suppose that some level $x$ lies below it. Put $y=U-x$, so $y>w>|d|$. The secular equation for $e$ gives $e<0$. Multiplying it by $y$, multiplying the one for $x$ by $w$, and subtracting gives

$$e(w^2-d^2)y-x(y^2-d^2)w=0 .$$

Since $y-w=e-x$, the left side can be rearranged as

$$(e-x)(y^2-d^2)w+(-e)(e-x)(wy+d^2),$$

a sum of two positive terms. This contradiction shows that $e$ is the lowest level. In the proof, `level` is the explicit eigenvector, `h3` the cross-multiplied equation, and `h1` and `h2` the two positive terms.

```lean
/-- The ground energy is exactly the root of the secular equation that lies below both
ionic energies `U + d` and `U - d`. -/
theorem groundEnergy_iff {U d t e : ℝ} (ht : 0 < t) :
    IsGroundEnergy U d t e ↔
      |d| < U - e ∧ e * ((U - e) ^ 2 - d ^ 2) + 4 * t ^ 2 * (U - e) = 0 := by
  have hs : Real.sqrt 2 ^ 2 = 2 := Real.sq_sqrt (by norm_num)
  have gap : ∀ x, |d| < U - x → 0 < (U - x) ^ 2 - d ^ 2 := fun x hx =>
    sub_pos.2 (sq_lt_sq' (by linarith [neg_abs_le d]) (by linarith [le_abs_self d]))
  -- a low root is a level, with an explicit eigenvector
  have level : ∀ x, |d| < U - x →
      x * ((U - x) ^ 2 - d ^ 2) + 4 * t ^ 2 * (U - x) = 0 → IsLevel U d t x := by
    intro x hx hsec
    refine ⟨![Real.sqrt 2 * t * (U - x - d), Real.sqrt 2 * t * (U - x + d),
      (U - x) ^ 2 - d ^ 2], fun h0 => (gap x hx).ne' (congrFun h0 2), ?_⟩
    refine (schrodinger_iff U d t x _ _ _).2 ⟨by ring, by ring, ?_⟩
    linear_combination (-(2 * t ^ 2 * (U - x))) * hs - hsec
  constructor
  · intro h
    obtain ⟨x, hx, hsec⟩ := exists_low_root U d ht
    have hle : e ≤ x := h.2 (level x hx hsec)
    exact ⟨by linarith, secular_of_level ht h.1⟩
  · rintro ⟨hw, hsec⟩
    refine ⟨level e hw hsec, fun x hx => ?_⟩
    by_contra hlt
    have hxe : x < e := not_le.1 hlt
    have hsx := secular_of_level ht hx
    have hwp : 0 < U - e := lt_of_le_of_lt (abs_nonneg d) hw
    have hxp : 0 < U - x := by linarith
    have he : e < 0 := by
      by_contra hn
      have h1 := mul_nonneg (not_lt.1 hn) (gap e hw).le
      have h2 : 0 < 4 * t ^ 2 * (U - e) := by positivity
      linarith
    -- a level x below e would make two positive terms add up to zero
    have hQ : 0 < ((U - x) ^ 2 - d ^ 2) * (U - e) := mul_pos (gap x (by linarith)) hwp
    have hPQ : 0 < (e - x) * ((U - e) * (U - x) + d ^ 2) :=
      mul_pos (by linarith) (by positivity)
    have h1 := mul_pos (sub_pos.2 hxe) hQ
    have h2 := mul_pos (neg_pos.2 he) hPQ
    have h3 : e * (((U - e) ^ 2 - d ^ 2) * (U - x))
        = x * (((U - x) ^ 2 - d ^ 2) * (U - e)) := by
      linear_combination (U - x) * hsec - (U - e) * hsx
    linarith
```

Combining this characterisation with the root found above shows that the ground energy exists for all real $U$ and $d$ and every $t>0$.

```lean
/-- For every interaction, every bias and every positive hopping the dimer has a singlet
ground energy. -/
theorem exists_groundEnergy (U d : ℝ) {t : ℝ} (ht : 0 < t) : ∃ e, IsGroundEnergy U d t e := by
  obtain ⟨e, he⟩ := exists_low_root U d ht
  exact ⟨e, (groundEnergy_iff ht).2 he⟩
```

## From amplitudes to the asymmetry

Squaring the first two component equations gives

$$(w+d)^2a^2=2t^2c^2,\qquad (w-d)^2b^2=2t^2c^2 .$$

Let $A=(w+d)^2$ and $B=(w-d)^2$. Then $D=AB+2t^2(A+B)$ and $B-A=-4wd$. Multiply the first relation by $4t^2+B$, subtract the second multiplied by $4t^2+A$, and add $2t^2(B-A)$ times the normalisation $a^2+b^2+c^2=1$. The terms in $c^2$ cancel, leaving

$$(a^2-b^2)D=2t^2(B-A)=-8t^2wd .$$

No division has occurred, so the relation holds for every normalised real eigenvector, excited ones included. It can be empty: for $d=0$ the antisymmetric state $(1,-1,0)/\sqrt2$ has $w=0$, and both sides vanish. The relations `hA` and `hB` are the squared equations, and the final `linear_combination` uses exactly the multipliers just given.

```lean
/-- For every normalised singlet eigenstate, ground or excited, the difference of the two
double-occupation probabilities obeys a division-free relation to its energy. -/
theorem eigenstate_asymmetry {U d t e a b c : ℝ}
    (hv : singletH U d t *ᵥ ![a, b, c] = e • ![a, b, c]) (hn : a ^ 2 + b ^ 2 + c ^ 2 = 1) :
    (a ^ 2 - b ^ 2) * (4 * t ^ 2 * ((U - e) ^ 2 + d ^ 2) + ((U - e) ^ 2 - d ^ 2) ^ 2)
      = -8 * t ^ 2 * (U - e) * d := by
  obtain ⟨h0, h1, -⟩ := (schrodinger_iff U d t e a b c).1 hv
  have hs : Real.sqrt 2 ^ 2 = 2 := Real.sq_sqrt (by norm_num)
  -- ionic weights in terms of the covalent weight
  have hA : (U - e + d) ^ 2 * a ^ 2 = 2 * t ^ 2 * c ^ 2 := by
    linear_combination ((U - e + d) * a + Real.sqrt 2 * t * c) * h0 + t ^ 2 * c ^ 2 * hs
  have hB : (U - e - d) ^ 2 * b ^ 2 = 2 * t ^ 2 * c ^ 2 := by
    linear_combination ((U - e - d) * b + Real.sqrt 2 * t * c) * h1 + t ^ 2 * c ^ 2 * hs
  linear_combination (4 * t ^ 2 + (U - e - d) ^ 2) * hA - (4 * t ^ 2 + (U - e + d) ^ 2) * hB
    + 2 * t ^ 2 * ((U - e - d) ^ 2 - (U - e + d) ^ 2) * hn
```

In the ground state $w>|d|\ge0$. With $t>0$, the first term of $D$ is positive and the second is nonnegative, so division by $D$ is legitimate:

$$a^2-b^2=\frac{-8t^2wd}{4t^2(w^2+d^2)+(w^2-d^2)^2}.$$

The hypotheses `he`, `hv` and `hn` say that $e$ is the ground energy, that $(a,b,c)$ is an eigenvector for it, and that the vector has unit length. The formula therefore applies to every real unit ground vector, whatever its overall sign. It contains $e$ through $w$, and $e$ is still to be obtained from the cubic.

```lean
/-- In every normalised ground state, the difference of the two double-occupation
probabilities is an explicit rational function of `U - e`, the bias and the hopping. -/
theorem ground_asymmetry {U d t e a b c : ℝ} (ht : 0 < t) (he : IsGroundEnergy U d t e)
    (hv : singletH U d t *ᵥ ![a, b, c] = e • ![a, b, c]) (hn : a ^ 2 + b ^ 2 + c ^ 2 = 1) :
    a ^ 2 - b ^ 2 = -8 * t ^ 2 * (U - e) * d /
      (4 * t ^ 2 * ((U - e) ^ 2 + d ^ 2) + ((U - e) ^ 2 - d ^ 2) ^ 2) := by
  have hw : 0 < U - e := lt_of_le_of_lt (abs_nonneg d) ((groundEnergy_iff ht).1 he).1
  have hD : 0 < 4 * t ^ 2 * ((U - e) ^ 2 + d ^ 2) + ((U - e) ^ 2 - d ^ 2) ^ 2 := by
    positivity
  rw [eq_div_iff hD.ne']
  exact eigenstate_asymmetry hv hn
```

For $U=0$ the ground energy is $e=-\sqrt{d^2+4t^2}$. Then $w^2-d^2=4t^2$ and $D=8t^2w^2$, and the formula reduces to $a^2-b^2=-d/\sqrt{d^2+4t^2}$, which is $-3/5$ for the numbers at the start.

## The lower site is favoured

If $d>0$, site 1 is the raised site. The numerator $-8t^2wd$ is negative and $D$ is positive, so $a^2<b^2$. This holds for repulsive, vanishing and attractive $U$ alike.

```lean
/-- If the bias raises site 1, double occupation of site 1 is strictly less probable in the
ground state than double occupation of site 2. -/
theorem ground_prefers_lower_site {U d t e a b c : ℝ} (ht : 0 < t) (hd : 0 < d)
    (he : IsGroundEnergy U d t e)
    (hv : singletH U d t *ᵥ ![a, b, c] = e • ![a, b, c]) (hn : a ^ 2 + b ^ 2 + c ^ 2 = 1) :
    a ^ 2 < b ^ 2 := by
  have hw : 0 < U - e := lt_of_le_of_lt (abs_nonneg d) ((groundEnergy_iff ht).1 he).1
  have hneg : -8 * t ^ 2 * (U - e) * d < 0 := by
    have : 0 < 8 * t ^ 2 * (U - e) * d := by positivity
    linarith
  have h := ground_asymmetry ht he hv hn
  have hlt := div_neg_of_neg_of_pos hneg
    (show 0 < 4 * t ^ 2 * ((U - e) ^ 2 + d ^ 2) + ((U - e) ^ 2 - d ^ 2) ^ 2 by positivity)
  linarith

end

end HubbardDimerAsymmetry
```

The covalent state places one electron on each site, so the site occupations differ by $n_1-n_2=2(a^2-b^2)$. For this two-site, two-electron singlet model, the formula thus links the ground-state density used in lattice density functional theory to the bias, the hopping, the interaction and the exact energy.

```lean
#print axioms HubbardDimerAsymmetry.exists_groundEnergy
-- 'HubbardDimerAsymmetry.exists_groundEnergy' depends on axioms: [propext, Classical.choice, Quot.sound]
#print axioms HubbardDimerAsymmetry.ground_asymmetry
-- 'HubbardDimerAsymmetry.ground_asymmetry' depends on axioms: [propext, Classical.choice, Quot.sound]
#print axioms HubbardDimerAsymmetry.ground_prefers_lower_site
-- 'HubbardDimerAsymmetry.ground_prefers_lower_site' depends on axioms: [propext, Classical.choice, Quot.sound]
```
